# The sign-free row expansion of a permanent, and how it removes one boson from a free-boson amplitude

Q: Take two bosons, created in modes $f(0)$ and $f(1)$ from the vacuum. I write the state as the product $X_{f(0)}X_{f(1)}$, one variable per boson. An annihilator with coefficients $u_0$ can remove either boson, and removing one from mode $m$ costs a factor $u_0(m)$:
$$X_{f(0)}X_{f(1)}\;\mapsto\; u_0(f(0))\,X_{f(1)}+u_0(f(1))\,X_{f(0)}.$$
A second annihilator, with coefficients $u_1$, leaves the vacuum times
$$u_0(f(0))\,u_1(f(1))+u_0(f(1))\,u_1(f(0)).$$
Where is the matrix identity in this?

A: Put $A_{ij}=u_i(f(j))$, with one row per annihilator and one column per boson. Your last line is the permanent of this $2\times2$ matrix, and your first step expanded it along row $0$: each entry of that row multiplies the permanent of what remains. Bosonic operators produce no exchange signs, so all terms are added. For any size and any row $i$, the claim is
$$\operatorname{perm}A=\sum_j A_{ij}\,\operatorname{perm}A^{(i,j)},$$
where $A^{(i,j)}$ is $A$ with row $i$ and column $j$ deleted. The entries lie in a commutative ring `R`, which may be the complex numbers, and the modes are labelled by an arbitrary type `ι`.

```lean
import Mathlib

open MvPolynomial

namespace BosonicLaplaceExpansion

noncomputable section

variable {R : Type*} [CommRing R] {ι : Type*}
```

Q: How do you derive that for $n+1$ rows?

A: Start from the sum over permutations $\sigma$ of the indices $0,\dots,n$,
$$\operatorname{perm}A=\sum_\sigma\prod_k A_{k\,\sigma(k)},$$
and sort the terms by $j=\sigma(i)$. The other $n$ rows are then matched with the other $n$ columns. Let $s_i(k)$ be the $k$-th index when $i$ is skipped: $k$ if $k<i$, and $k+1$ otherwise. The rest of $\sigma$ is a permutation $\tau$ of $n$ objects, defined by $\sigma(s_i(k))=s_j(\tau(k))$. Hence
$$\operatorname{perm}A=\sum_j A_{ij}\sum_\tau\prod_k A_{s_i(k)\,s_j(\tau(k))}=\sum_j A_{ij}\operatorname{perm}A^{(i,j)}.$$
For $n=0$ the deleted matrix is empty, its permanent is $1$, and the formula reads $\operatorname{perm}A=A_{00}$.

In Lean, $s_i(k)$ is `i.succAbove k`, and `insertBoson` builds $\sigma$ from $i$, $j$ and $\tau$.

```lean
/-- The permutation of `n + 1` indices that sends `i` to `j` and maps the other indices to those
different from `j` according to `τ`. -/
def insertBoson {n : ℕ} (i j : Fin (n + 1)) (τ : Equiv.Perm (Fin n)) :
    Equiv.Perm (Fin (n + 1)) :=
  ((finSuccEquiv' i).trans (Equiv.optionCongr τ)).trans (finSuccEquiv' j).symm
```

Two lemmas record the defining properties, $\sigma(i)=j$ and $\sigma(s_i(k))=s_j(\tau(k))$.

```lean
/-- The permutation `insertBoson i j τ` sends `i` to `j`. -/
theorem insertBoson_self {n : ℕ} (i j : Fin (n + 1)) (τ : Equiv.Perm (Fin n)) :
    insertBoson i j τ i = j := by
  simp [insertBoson]

/-- The permutation `insertBoson i j τ` sends the `k`-th index other than `i` to the `τ k`-th index
other than `j`. -/
theorem insertBoson_succAbove {n : ℕ} (i j : Fin (n + 1)) (τ : Equiv.Perm (Fin n))
    (k : Fin n) : insertBoson i j τ (i.succAbove k) = j.succAbove (τ k) := by
  simp [insertBoson]
```

Q: "Sort the terms" assumes that every permutation turns up exactly once. Is that checked?

A: Yes, by injectivity and counting. If two pairs $(j,\tau)$ and $(j',\tau')$ give the same $\sigma$, its value at $i$ forces $j=j'$, and its values at the other rows force $\tau=\tau'$, because $s_j$ is injective. There are $(n+1)\,n!$ pairs and $(n+1)!$ permutations. These numbers are equal, so an injective map between the two finite sets is bijective.

```lean
/-- For fixed `i`, every permutation of `n + 1` indices is `insertBoson i j τ` for exactly one pair
of an index `j` and a permutation `τ` of `n` indices. -/
theorem insertBoson_bijective {n : ℕ} (i : Fin (n + 1)) :
    Function.Bijective
      (fun p : Fin (n + 1) × Equiv.Perm (Fin n) => insertBoson i p.1 p.2) := by
  rw [Fintype.bijective_iff_injective_and_card]
  constructor
  · rintro ⟨j, τ⟩ ⟨j', τ'⟩ h
    have h' : insertBoson i j τ = insertBoson i j' τ' := h
    -- the image of `i` determines `j`
    have hj : j = j' := by
      rw [← insertBoson_self i j τ, h', insertBoson_self]
    subst hj
    -- the images of the other indices determine `τ`
    have hτ : τ = τ' := by
      refine Equiv.ext fun k => Fin.succAbove_right_injective (p := j) ?_
      rw [← insertBoson_succAbove i j τ k, h', insertBoson_succAbove]
    rw [hτ]
  · simp [Fintype.card_perm, Nat.factorial_succ]
```

Mathlib's permanent puts the permutation on the row index. Transposing the matrix, which leaves the permanent unchanged, moves it to the column index.

```lean
/-- The permanent as a sum over one-to-one assignments of rows to columns. -/
theorem permanent_eq_sum_rows {n : ℕ} (A : Matrix (Fin n) (Fin n) R) :
    A.permanent = ∑ σ : Equiv.Perm (Fin n), ∏ k, A k (σ k) := by
  rw [← Matrix.permanent_transpose]
  rfl
```

Q: Then the expansion should follow your derivation line by line.

A: It does. `sum_comp` replaces the sum over $\sigma$ by a sum over pairs, `Fintype.sum_prod_type` makes that a double sum over $j$ and $\tau$, and `Fin.prod_univ_succAbove` splits off the factor of row $i$. In the statement, `A.submatrix i.succAbove j.succAbove` is $A^{(i,j)}$.

```lean
/-- Laplace expansion of the permanent along any row `i`: each term is an entry of that row
times the permanent with its row and column deleted, without signs. -/
theorem permanent_laplace_row {n : ℕ} (A : Matrix (Fin (n + 1)) (Fin (n + 1)) R)
    (i : Fin (n + 1)) :
    A.permanent = ∑ j, A i j * (A.submatrix i.succAbove j.succAbove).permanent := by
  -- sort the permutations by the column `j` matched with row `i`
  rw [permanent_eq_sum_rows,
    ← (insertBoson_bijective i).sum_comp (fun σ => ∏ k, A k (σ k)),
    Fintype.sum_prod_type]
  refine Finset.sum_congr rfl fun j _ => ?_
  rw [permanent_eq_sum_rows, Finset.mul_sum]
  refine Finset.sum_congr rfl fun τ _ => ?_
  -- split off the factor of row `i`
  rw [Fin.prod_univ_succAbove _ i]
  simp only [insertBoson_self, insertBoson_succAbove, Matrix.submatrix_apply]
```

For a column, apply the row result to the transposed matrix. Its row $j$ is column $j$ of $A$, and its deleted matrices are the transposes of those of $A$.

```lean
/-- Laplace expansion of the permanent along any column `j`. -/
theorem permanent_laplace_column {n : ℕ} (A : Matrix (Fin (n + 1)) (Fin (n + 1)) R)
    (j : Fin (n + 1)) :
    A.permanent = ∑ i, A i j * (A.submatrix i.succAbove j.succAbove).permanent := by
  rw [← Matrix.permanent_transpose, permanent_laplace_row _ j]
  refine Finset.sum_congr rfl fun i _ => ?_
  rw [← Matrix.permanent_transpose (A.submatrix i.succAbove j.succAbove)]
  rfl
```

Q: So far this is combinatorics. What makes the polynomials bosons? I would expect a Fock space.

A: The polynomial $1$ is the vacuum, and multiplication by $X_j$ creates a boson in mode $j$. The annihilator $a(u)$ is the derivation that sends $X_j$ to the constant $u_j$. In the usual notation it is $\sum_j u_j a_j$, linear in $u$ with no complex conjugation. In the code, `C` turns a ring element into a constant polynomial.

```lean
/-- The annihilation operator with coefficients `u` on polynomial boson states: the derivation
that replaces a boson in mode `j` by the number `u j`. -/
def annihilate (u : ι → R) : Derivation R (MvPolynomial ι R) (MvPolynomial ι R) :=
  mkDerivation R (fun j => C (u j))

/-- Annihilating a single boson in mode `j` leaves the vacuum times `u j`. -/
theorem annihilate_X (u : ι → R) (j : ι) : annihilate u (X j) = C (u j) :=
  mkDerivation_X _ _ _
```

Q: Have you put the commutation relation in by hand?

A: It is derived. The Leibniz rule gives $a(u)(X_jp)=X_j\,a(u)p+u_j\,p$ for every polynomial $p$, so $[a(u),X_j]=u_j$. If $u$ is $1$ on mode $i$ and $0$ elsewhere, this is $[a_i,a_j^\dagger]=\delta_{ij}$.

```lean
/-- Canonical commutation relation: the commutator of the annihilator with coefficients `u`
and the creator of mode `j` (multiplication by `X j`) is the number `u j`. -/
theorem annihilate_commutator (u : ι → R) (j : ι) (p : MvPolynomial ι R) :
    annihilate u (X j * p) - X j * annihilate u p = C (u j) * p := by
  rw [Derivation.leibniz, annihilate_X]
  simp only [smul_eq_mul]
  ring
```

Q: Now remove one boson from $n+1$.

A: The result is a sum over the boson removed:
$$a(u)\prod_j X_{f(j)}=\sum_j u(f(j))\prod_k X_{f(s_j(k))}.$$
For one boson this is the action on a single variable. For more, write the state as $X_{f(0)}P$, where $P$ contains the later bosons. The Leibniz rule gives
$$a(u)\bigl(X_{f(0)}P\bigr)=u(f(0))\,P+X_{f(0)}\,a(u)P.$$
The first term removes boson $0$. In the second, the induction hypothesis expands $a(u)P$, and boson $0$ survives as a factor. The auxiliary statement `h` in the proof expresses that survival.

```lean
/-- An annihilator acting on `n + 1` bosons in modes `f j` gives the sum, over the boson
removed, of its coefficient times the state of the other `n` bosons. -/
theorem annihilate_prod {n : ℕ} (u : ι → R) (f : Fin (n + 1) → ι) :
    annihilate u (∏ j, (X (f j) : MvPolynomial ι R)) =
      ∑ j, C (u (f j)) * ∏ k : Fin n, X (f (j.succAbove k)) := by
  induction n with
  | zero => simp [annihilate_X]
  | succ n ih =>
    -- when a later boson is removed, boson `0` survives as a factor
    have h : ∀ j : Fin (n + 1),
        ∏ k : Fin (n + 1), (X (f (j.succ.succAbove k)) : MvPolynomial ι R) =
          X (f 0) * ∏ k : Fin n, X (f (j.succAbove k).succ) := by
      intro j
      rw [Fin.prod_univ_succ]
      simp only [Fin.succ_succAbove_zero, Fin.succ_succAbove_succ]
    rw [Fin.prod_univ_succ, Derivation.leibniz, ih (fun j => f j.succ),
      Fin.sum_univ_succ (n := n + 1)]
    simp only [h, annihilate_X, smul_eq_mul, Finset.mul_sum, Fin.succAbove_zero]
    rw [add_comm]
    congr 1
    · ring
    · refine Finset.sum_congr rfl fun j _ => ?_
      ring
```

Q: What if several bosons share a mode?

A: Nothing changes, since $f$ need not be injective. With both bosons of the opening example in mode $m$, the result is $2\,u_0(m)\,u_1(m)$, in agreement with $a^2(a^\dagger)^2|0\rangle=2|0\rangle$.

Q: And the full amplitude?

A: Apply $n$ annihilators in succession, starting with $u_0$.

```lean
/-- The successive action of `n` annihilators with coefficients `u 0, u 1, …`,
starting with `u 0`. -/
def annihilateAll : (n : ℕ) → (Fin n → ι → R) → (MvPolynomial ι R →ₗ[R] MvPolynomial ι R)
  | 0, _ => LinearMap.id
  | n + 1, u => (annihilateAll n (fun i => u i.succ)).comp (annihilate (u 0)).toLinearMap
```

The result is the vacuum times $\operatorname{perm}\bigl[u_i(f(j))\bigr]$. With no bosons and no annihilators, both sides are $1$. For $n+1$ bosons, the first annihilator and linearity give
$$\sum_j u_0(f(j))\;a(u_n)\cdots a(u_1)\prod_k X_{f(s_j(k))}.$$
By the induction hypothesis, the operators acting on the remaining $n$ bosons give the permanent of the matrix without row $0$ and column $j$. The sum is therefore the expansion along row $0$. In the proof, `annihilate_prod` supplies the sum on the operator side and `permanent_laplace_row _ 0` the sum on the matrix side, after which they are compared term by term.

```lean
/-- Applying `n` annihilators with coefficients `u i` to `n` bosons in modes `f j` gives the vacuum
times the permanent of the matrix with entries `u i (f j)`. -/
theorem annihilateAll_eq_permanent {n : ℕ} (u : Fin n → ι → R) (f : Fin n → ι) :
    annihilateAll n u (∏ j, (X (f j) : MvPolynomial ι R)) =
      C (Matrix.permanent (Matrix.of fun i j => u i (f j))) := by
  induction n with
  | zero => simp [annihilateAll, Matrix.permanent]
  | succ n ih =>
    change annihilateAll n (fun i => u i.succ) (annihilate (u 0) _) = _
    -- the first annihilator removes one boson, as does the expansion along row `0`
    rw [annihilate_prod, permanent_laplace_row _ 0]
    simp only [map_sum]
    refine Finset.sum_congr rfl fun j _ => ?_
    rw [← smul_eq_C_mul, map_smul, ih (fun i => u i.succ) (fun k => f (j.succAbove k)),
      smul_eq_C_mul, Fin.succAbove_zero, C_mul]
    all_goals rfl

end

end BosonicLaplaceExpansion
```

Q: How is this related to Wick's theorem? I know that as an identity for arbitrary operator products.

A: The statement here is one case of it: $n$ annihilators standing to the left of $n$ creators, acting on the vacuum. Every non-vanishing full contraction pairs each annihilator with a creator, and the permanent adds up these pairings. Normal ordering of a general product, with its partially contracted terms, is not treated.

Q: Can I read the permanent as a transition amplitude?

A: Up to normalisation. Take complex numbers and a lossless linear network that turns $a_j^\dagger$ into $\sum_k U_{kj}a_k^\dagger$ with $U$ unitary. Let the $i$-th detected boson be in output mode $g(i)$, and set $u_i(j)=U_{g(i)j}$. The monomials are unnormalised: if $m_j$ bosons occupy input mode $j$, the squared norm is $\prod_j m_j!$. With $m'_k$ bosons in output mode $k$, the amplitude between normalised states is
$$\frac{\operatorname{perm}\bigl[U_{g(i)f(j)}\bigr]}{\sqrt{\prod_j m_j!\,\prod_k m'_k!}}.$$
The file defines neither an inner product nor unitarity, so this reading relies on the usual Fock-space conventions.

Q: Where would I meet this in quantum mechanics?

A: In the interference of non-interacting bosons with fixed particle number, such as photons in a lossless linear network, where the row expansion expresses an $(n+1)$-boson amplitude through $n$-boson ones. Interactions are outside this model. Linear loss can be included by adding the modes into which bosons escape.

```lean
#print axioms BosonicLaplaceExpansion.permanent_laplace_row
#print axioms BosonicLaplaceExpansion.permanent_laplace_column
#print axioms BosonicLaplaceExpansion.annihilate_commutator
#print axioms BosonicLaplaceExpansion.annihilateAll_eq_permanent
```

```
'BosonicLaplaceExpansion.permanent_laplace_row' depends on axioms: [propext, Classical.choice, Quot.sound]
'BosonicLaplaceExpansion.permanent_laplace_column' depends on axioms: [propext, Classical.choice, Quot.sound]
'BosonicLaplaceExpansion.annihilate_commutator' depends on axioms: [propext, Classical.choice, Quot.sound]
'BosonicLaplaceExpansion.annihilateAll_eq_permanent' depends on axioms: [propext, Classical.choice, Quot.sound]
```
